# Without electron exchange, the second-order energy of two coupled monomers with unique ground levels is induction plus dispersion

## One number for several kinds of attraction

Subtract the monomer energies from the energy of a dimer, and a single number remains. It does not say whether the monomers attract because one polarises in the static field of the other, or because both fluctuate together. Two dimers with the same second-order energy can differ completely in this respect.

Perturbation theory in the coupling separates these contributions. For monomers with finitely many levels and no electron exchange between them, the separation below is the second-order polarisation part of symmetry-adapted perturbation theory (SAPT). The exchange terms, which come from antisymmetrising across the monomers, are absent.

## Two monomers and a coupling

Monomer A has levels \(a\) with real energies \(e_a\), and monomer B has levels \(b\) with real energies \(f_b\). Each has a unique lowest level, \(a_0\) and \(b_0\). These are many-electron states of a whole monomer, not orbitals. Without coupling, the Hamiltonian \(H_0\) is diagonal in the product states, with entries \(e_a+f_b\). The coupling \(V\) is any Hermitian matrix on the pairs \(p=(a,b)\). In SAPT it is the Coulomb interaction between the monomers, and the names induction and dispersion have their physical meaning in that case.

Write \(0\) for the pair \((a_0,b_0)\) when it is an index, \(\phi\) for the corresponding product state, and \(E_0=e_{a_0}+f_{b_0}\). The Rayleigh–Schrödinger equations for the corrections \(\psi_1,\psi_2\) and \(E_1,E_2\) are

\[
H_0\psi_1+V\phi=E_0\psi_1+E_1\phi,\qquad
H_0\psi_2+V\psi_1=E_0\psi_2+E_1\psi_1+E_2\phi .
\]

## Which energies solve the equations

Wavefunctions \(\psi_1,\psi_2\) satisfying both equations exist if and only if \(E_1=V_{0,0}\) and

\[
E_2=-\sum_{a\ne a_0}\frac{|V_{ab_0,0}|^2}{e_a-e_{a_0}}
-\sum_{b\ne b_0}\frac{|V_{a_0b,0}|^2}{f_b-f_{b_0}}
-\sum_{a\ne a_0}\sum_{b\ne b_0}\frac{|V_{ab,0}|^2}{e_a-e_{a_0}+f_b-f_{b_0}} .
\]

The sums are the induction of A, the induction of B and the dispersion.

In Lean this is `perturbation_energies`. The finite types `A` and `B` label the levels, `H0` is the diagonal matrix, `refState` is \(\phi\), and `SolvesPerturbation` is the pair of equations above. The hypotheses `he` and `hf` say that the ground levels are unique, which excludes degenerate ground levels but allows degenerate excited ones; `hV` says that \(V\) is Hermitian. `E1` and `E2` are arbitrary complex numbers at the start, and the equations force them to be real. No normalisation of \(\psi_1\) is imposed.

The order-by-order equations are the starting point. Convergence of the perturbation series is a separate question, as is the passage to infinitely many levels or a continuum.

## Derivation by components

Let \(\Delta_p=e_a-e_{a_0}+f_b-f_{b_0}\). Component \(p\) of the two equations reads

\[
\Delta_p\psi_1(p)=E_1\phi(p)-V_{p,0},\qquad
\Delta_p\psi_2(p)=E_1\psi_1(p)+E_2\phi(p)-(V\psi_1)(p).
\]

If \(p\neq 0\), at least one monomer is excited and neither lies below its ground level, so \(\Delta_p>0\). At \(p=0\) the gap vanishes and \(\phi(0)=1\), so the first equation gives \(E_1=V_{0,0}\). For \(p\ne0\) it gives \(\psi_1(p)=-V_{p,0}/\Delta_p\), while \(c=\psi_1(0)\) stays free. Since \(V_{0,p}=\overline{V_{p,0}}\),

\[
(V\psi_1)(0)=V_{0,0}\,c-\sum_{p\neq0}\frac{|V_{p,0}|^2}{\Delta_p}.
\]

The reference component of the second equation is \(0=E_1c+E_2-(V\psi_1)(0)\). The terms in \(c\) cancel, leaving \(E_2=-\sum_{p\ne0}|V_{p,0}|^2/\Delta_p\). Sorting the pairs by which monomer is excited gives the three sums.

Conversely, with these energies both right-hand sides vanish at \(p=0\). Dividing by \(\Delta_p\) elsewhere then constructs \(\psi_1\) and \(\psi_2\).

Three properties follow from the formulas:

- Every dispersion denominator is positive, so the dispersion energy is negative exactly when some doubly excited \(V_{ab,0}\) is non-zero.
- A one-body operator \(U\otimes1\) or \(1\otimes W\) cannot excite both monomers, so adding it to \(V\) leaves the dispersion unchanged.
- For \(V=X\otimes Y\) with Hermitian \(X\) and \(Y\), \(V_{ab_0,0}=X_{aa_0}Y_{b_0b_0}\). The induction of A is therefore the second-order energy of A under the perturbation \(X\), multiplied by \(|Y_{b_0b_0}|^2\). If \(Y\) is a dipole component, this factor is the square of that component of B's permanent moment.

## A two-level dimer in numbers

Give each monomer levels 0 and 1, with \(e=(0,1)\) and \(f=(0,2)\) in some energy unit. Let \(V_{10,00}=0.1\), \(V_{01,00}=0.2\) and \(V_{11,00}=0.3\), completed to a Hermitian matrix. Then

\[
E_2=-\frac{0.01}{1}-\frac{0.04}{2}-\frac{0.09}{3}=-0.01-0.02-0.03=-0.06 .
\]

Half of the second-order energy is dispersion.

## A coupling that is not Hermitian

Let A have energies \(0\) and \(1\), let B have a single level of energy \(0\), and let the only non-zero entry of \(V\) be \(V_{10,00}=1\). Then \(H_0+\lambda V\) is triangular with eigenvalues \(0\) and \(1\) for every \(\lambda\). The ground energy does not move and \(E_2=0\), but the formula gives \(-1\). The product \(V_{0,p}V_{p,0}\) is no longer a squared modulus.

## The Lean file and its proof

```lean
import Mathlib

open Matrix Finset
open scoped Kronecker

namespace SAPTSecondOrder

noncomputable section

variable {A B : Type*} [Fintype A] [Fintype B] [DecidableEq A] [DecidableEq B]

/-- The Hamiltonian of two non-interacting monomers with level energies `e` and `f`. -/
def H0 (e : A → ℝ) (f : B → ℝ) : Matrix (A × B) (A × B) ℂ :=
  Matrix.diagonal fun p => ((e p.1 + f p.2 : ℝ) : ℂ)

/-- The product state in which the monomers occupy the levels `a0` and `b0`. -/
def refState (a0 : A) (b0 : B) : A × B → ℂ := Pi.single (a0, b0) 1

/-- The energy of the levels `p` minus that of the levels `(a0, b0)`, for non-interacting monomers.
-/
def gap (e : A → ℝ) (f : B → ℝ) (a0 : A) (b0 : B) (p : A × B) : ℝ :=
  e p.1 - e a0 + (f p.2 - f b0)

/-- The first- and second-order Rayleigh–Schrödinger equations for the perturbation `V`
of the product state `(a0, b0)`. -/
def SolvesPerturbation (e : A → ℝ) (f : B → ℝ) (V : Matrix (A × B) (A × B) ℂ)
    (a0 : A) (b0 : B) (E1 E2 : ℂ) (ψ1 ψ2 : A × B → ℂ) : Prop :=
  H0 e f *ᵥ ψ1 + V *ᵥ refState a0 b0
      = ((e a0 + f b0 : ℝ) : ℂ) • ψ1 + E1 • refState a0 b0 ∧
  H0 e f *ᵥ ψ2 + V *ᵥ ψ1
      = ((e a0 + f b0 : ℝ) : ℂ) • ψ2 + E1 • ψ1 + E2 • refState a0 b0

/-- Induction energy of monomer A: only A is excited, B stays in `b0`.
Its domain is `e a ≠ e a0` for all `a ≠ a0`. -/
def inductionA (e : A → ℝ) (V : Matrix (A × B) (A × B) ℂ) (a0 : A) (b0 : B) : ℝ :=
  -∑ a ∈ univ.erase a0, ‖V (a, b0) (a0, b0)‖ ^ 2 / (e a - e a0)

/-- Induction energy of monomer B: only B is excited, A stays in `a0`.
Its domain is `f b ≠ f b0` for all `b ≠ b0`. -/
def inductionB (f : B → ℝ) (V : Matrix (A × B) (A × B) ℂ) (a0 : A) (b0 : B) : ℝ :=
  -∑ b ∈ univ.erase b0, ‖V (a0, b) (a0, b0)‖ ^ 2 / (f b - f b0)

/-- Dispersion energy: both monomers are excited at once. Its domain is a non-zero
excitation energy for every doubly excited pair. -/
def dispersion (e : A → ℝ) (f : B → ℝ) (V : Matrix (A × B) (A × B) ℂ)
    (a0 : A) (b0 : B) : ℝ :=
  -∑ a ∈ univ.erase a0, ∑ b ∈ univ.erase b0,
    ‖V (a, b) (a0, b0)‖ ^ 2 / (e a - e a0 + (f b - f b0))

/-- A sum over all dimer levels except `(a0, b0)` splits into excitations of A alone,
of B alone, and of both monomers. -/
theorem sum_excitations (a0 : A) (b0 : B) (g : A × B → ℝ) :
    ∑ p ∈ univ.erase (a0, b0), g p
      = ∑ a ∈ univ.erase a0, g (a, b0) + ∑ b ∈ univ.erase b0, g (a0, b)
        + ∑ a ∈ univ.erase a0, ∑ b ∈ univ.erase b0, g (a, b) := by
  have h1 := Finset.add_sum_erase univ g (mem_univ (a0, b0))
  have h2 : ∀ a, ∑ b, g (a, b) = g (a, b0) + ∑ b ∈ univ.erase b0, g (a, b) :=
    fun a => (Finset.add_sum_erase univ (fun b => g (a, b)) (mem_univ b0)).symm
  have h3 : ∑ b, g (a0, b) + ∑ a ∈ univ.erase a0, ∑ b, g (a, b) = ∑ a, ∑ b, g (a, b) :=
    Finset.add_sum_erase univ (fun a => ∑ b, g (a, b)) (mem_univ a0)
  rw [Fintype.sum_prod_type, ← h3] at h1
  simp only [h2, Finset.sum_add_distrib] at h1
  linarith

omit [Fintype A] [Fintype B] in
/-- If `a0` and `b0` are the unique lowest levels of the monomers, every other dimer level
has a positive excitation energy. -/
theorem gap_pos {e : A → ℝ} {f : B → ℝ} {a0 : A} {b0 : B}
    (he : ∀ a, a ≠ a0 → e a0 < e a) (hf : ∀ b, b ≠ b0 → f b0 < f b)
    {p : A × B} (hp : p ≠ (a0, b0)) : 0 < gap e f a0 b0 p := by
  obtain ⟨a, b⟩ := p
  show 0 < e a - e a0 + (f b - f b0)
  by_cases ha : a = a0
  · have hb : b ≠ b0 := fun h => hp (by rw [ha, h])
    have := hf b hb
    rw [ha]
    linarith
  · have h1 := he a ha
    have h2 : f b0 ≤ f b := by
      by_cases hb : b = b0
      · rw [hb]
      · exact (hf b hb).le
    linarith

/-- The perturbation equations written level by level, with excitation energies. -/
theorem solves_iff (e : A → ℝ) (f : B → ℝ) (V : Matrix (A × B) (A × B) ℂ)
    (a0 : A) (b0 : B) (E1 E2 : ℂ) (ψ1 ψ2 : A × B → ℂ) :
    SolvesPerturbation e f V a0 b0 E1 E2 ψ1 ψ2 ↔
      (∀ p, (gap e f a0 b0 p : ℂ) * ψ1 p = E1 * refState a0 b0 p - V p (a0, b0)) ∧
      (∀ p, (gap e f a0 b0 p : ℂ) * ψ2 p
        = E1 * ψ1 p + E2 * refState a0 b0 p - (V *ᵥ ψ1) p) := by
  have hV : ∀ p, (V *ᵥ refState a0 b0) p = V p (a0, b0) := fun p => by
    simp [refState]
  simp only [SolvesPerturbation, funext_iff, Pi.add_apply, Pi.smul_apply, smul_eq_mul,
    H0, Matrix.mulVec_diagonal, hV]
  refine and_congr (forall_congr' fun p => ?_) (forall_congr' fun p => ?_) <;>
    simp only [gap] <;> push_cast <;> constructor <;> intro h <;> linear_combination h

/-- For Hermitian `V` and unique lowest levels `a0`, `b0`, the reference component of `V ψ`, with
`ψ` a first-order wavefunction, is `V (a0, b0) (a0, b0) * ψ (a0, b0)` plus the induction and
dispersion energies. -/
theorem reference_component {e : A → ℝ} {f : B → ℝ} {V : Matrix (A × B) (A × B) ℂ}
    {a0 : A} {b0 : B} (he : ∀ a, a ≠ a0 → e a0 < e a) (hf : ∀ b, b ≠ b0 → f b0 < f b)
    (hV : V.IsHermitian) {ψ : A × B → ℂ}
    (hψ : ∀ p, p ≠ (a0, b0) → (gap e f a0 b0 p : ℂ) * ψ p = -V p (a0, b0)) :
    (V *ᵥ ψ) (a0, b0) = V (a0, b0) (a0, b0) * ψ (a0, b0)
      + ((inductionA e V a0 b0 + inductionB f V a0 b0 + dispersion e f V a0 b0 : ℝ) : ℂ) := by
  have total : inductionA e V a0 b0 + inductionB f V a0 b0 + dispersion e f V a0 b0
      = -∑ p ∈ univ.erase (a0, b0), ‖V p (a0, b0)‖ ^ 2 / gap e f a0 b0 p := by
    rw [sum_excitations]
    simp only [inductionA, inductionB, dispersion, gap, sub_self, add_zero, zero_add]
    ring
  have split : (V *ᵥ ψ) (a0, b0) = V (a0, b0) (a0, b0) * ψ (a0, b0)
      + ∑ p ∈ univ.erase (a0, b0), V (a0, b0) p * ψ p :=
    (Finset.add_sum_erase univ (fun p => V (a0, b0) p * ψ p) (mem_univ (a0, b0))).symm
  rw [split, total]
  push_cast
  rw [← Finset.sum_neg_distrib]
  congr 1
  refine Finset.sum_congr rfl fun p hp => ?_
  have hne := Finset.ne_of_mem_erase hp
  have hg : (gap e f a0 b0 p : ℂ) ≠ 0 :=
    Complex.ofReal_ne_zero.mpr (gap_pos he hf hne).ne'
  have h1 : ψ p = -V p (a0, b0) / (gap e f a0 b0 p : ℂ) :=
    eq_div_of_mul_eq hg (by rw [mul_comm]; exact hψ p hne)
  -- Hermiticity turns the product of matrix elements into a squared modulus
  have h2 : V (a0, b0) p = star (V p (a0, b0)) := (hV.apply (a0, b0) p).symm
  have h3 : star (V p (a0, b0)) * V p (a0, b0) = (‖V p (a0, b0)‖ : ℂ) ^ 2 :=
    Complex.conj_mul' _
  rw [h1, h2, ← h3]
  ring

/-- For Hermitian `V` and unique lowest levels `a0`, `b0`, the perturbation equations are solvable
exactly when `E1` is the expectation value of `V` in the product state `(a0, b0)` and `E2` is the
sum of the two induction energies and the dispersion energy. -/
theorem perturbation_energies {e : A → ℝ} {f : B → ℝ} {V : Matrix (A × B) (A × B) ℂ}
    {a0 : A} {b0 : B} (he : ∀ a, a ≠ a0 → e a0 < e a) (hf : ∀ b, b ≠ b0 → f b0 < f b)
    (hV : V.IsHermitian) (E1 E2 : ℂ) :
    (∃ ψ1 ψ2, SolvesPerturbation e f V a0 b0 E1 E2 ψ1 ψ2) ↔
      E1 = V (a0, b0) (a0, b0) ∧
      E2 = ((inductionA e V a0 b0 + inductionB f V a0 b0
        + dispersion e f V a0 b0 : ℝ) : ℂ) := by
  have g0 : (gap e f a0 b0 (a0, b0) : ℂ) = 0 := by simp [gap]
  have r0 : refState a0 b0 (a0, b0) = 1 := by simp [refState]
  have r1 : ∀ p, p ≠ (a0, b0) → refState a0 b0 p = 0 := fun p hp => by
    simp [refState, hp]
  simp only [solves_iff]
  constructor
  · rintro ⟨ψ1, ψ2, h1, h2⟩
    have k1 := h1 (a0, b0)
    have k2 := h2 (a0, b0)
    have hc := reference_component he hf hV (ψ := ψ1) fun p hp => by
      rw [h1 p, r1 p hp]; ring
    rw [g0, r0] at k1 k2
    have hE1 : E1 = V (a0, b0) (a0, b0) := by linear_combination -k1
    refine ⟨hE1, ?_⟩
    rw [hc, hE1] at k2
    linear_combination -k2
  · rintro ⟨hE1, hE2⟩
    -- a source without reference component can be divided by the gaps
    have solve : ∀ s : A × B → ℂ, s (a0, b0) = 0 →
        ∃ ψ : A × B → ℂ, ∀ p, (gap e f a0 b0 p : ℂ) * ψ p = s p := by
      intro s hs
      refine ⟨fun p => s p / (gap e f a0 b0 p : ℂ), fun p => ?_⟩
      by_cases hp : p = (a0, b0)
      · rw [hp, g0, hs, zero_mul]
      · have hg : (gap e f a0 b0 p : ℂ) ≠ 0 :=
          Complex.ofReal_ne_zero.mpr (gap_pos he hf hp).ne'
        field_simp
    obtain ⟨ψ1, h1⟩ := solve (fun p => E1 * refState a0 b0 p - V p (a0, b0))
      (by simp only [r0, hE1]; ring)
    have hc := reference_component he hf hV (ψ := ψ1) fun p hp => by
      rw [h1 p]; simp only [r1 p hp]; ring
    obtain ⟨ψ2, h2⟩ := solve
      (fun p => E1 * ψ1 p + E2 * refState a0 b0 p - (V *ᵥ ψ1) p)
      (by simp only [r0, hc, hE1, hE2]; ring)
    exact ⟨ψ1, ψ2, h1, h2⟩

/-- With unique lowest levels `a0` and `b0`, the dispersion energy is negative exactly when
`V` couples the reference to some doubly excited state. -/
theorem dispersion_neg_iff {e : A → ℝ} {f : B → ℝ} (V : Matrix (A × B) (A × B) ℂ)
    {a0 : A} {b0 : B} (he : ∀ a, a ≠ a0 → e a0 < e a) (hf : ∀ b, b ≠ b0 → f b0 < f b) :
    dispersion e f V a0 b0 < 0 ↔
      ∃ a b, a ≠ a0 ∧ b ≠ b0 ∧ V (a, b) (a0, b0) ≠ 0 := by
  constructor
  · intro h
    by_contra hc
    have hz : dispersion e f V a0 b0 = 0 := by
      unfold dispersion
      rw [neg_eq_zero]
      refine Finset.sum_eq_zero fun a ha => Finset.sum_eq_zero fun b hb => ?_
      have hv : V (a, b) (a0, b0) = 0 := by
        by_contra hv
        exact hc ⟨a, b, Finset.ne_of_mem_erase ha, Finset.ne_of_mem_erase hb, hv⟩
      simp [hv]
    linarith
  · rintro ⟨a, b, ha, hb, hv⟩
    have hd : ∀ x ∈ univ.erase a0, ∀ y ∈ univ.erase b0,
        0 ≤ ‖V (x, y) (a0, b0)‖ ^ 2 / (e x - e a0 + (f y - f b0)) := by
      intro x hx y hy
      have h1 := he x (Finset.ne_of_mem_erase hx)
      have h2 := hf y (Finset.ne_of_mem_erase hy)
      exact div_nonneg (sq_nonneg _) (by linarith)
    have ma : a ∈ univ.erase a0 := Finset.mem_erase.mpr ⟨ha, mem_univ a⟩
    have mb : b ∈ univ.erase b0 := Finset.mem_erase.mpr ⟨hb, mem_univ b⟩
    have h1 := he a ha
    have h2 := hf b hb
    unfold dispersion
    refine neg_lt_zero.mpr (Finset.sum_pos' (fun x hx => Finset.sum_nonneg (hd x hx))
      ⟨a, ma, Finset.sum_pos' (hd a ma) ⟨b, mb, ?_⟩⟩)
    exact div_pos (pow_pos (norm_pos_iff.mpr hv) 2) (by linarith)

/-- Adding operators that act on one monomer only leaves the dispersion energy unchanged. -/
theorem dispersion_add_one_body (e : A → ℝ) (f : B → ℝ) (V : Matrix (A × B) (A × B) ℂ)
    (U : Matrix A A ℂ) (W : Matrix B B ℂ) (a0 : A) (b0 : B) :
    dispersion e f (V + U ⊗ₖ (1 : Matrix B B ℂ) + (1 : Matrix A A ℂ) ⊗ₖ W) a0 b0
      = dispersion e f V a0 b0 := by
  unfold dispersion
  congr 1
  refine Finset.sum_congr rfl fun a ha => Finset.sum_congr rfl fun b hb => ?_
  have ha' := Finset.ne_of_mem_erase ha
  have hb' := Finset.ne_of_mem_erase hb
  simp [Matrix.kroneckerMap_apply, ha', hb']

omit [Fintype B] [DecidableEq B] in
/-- For a product coupling `X ⊗ Y`, the induction energy of A is the second-order sum of A
for `X`, times the squared modulus of the expectation value of `Y` in the level `b0`. -/
theorem inductionA_product (e : A → ℝ) (X : Matrix A A ℂ) (Y : Matrix B B ℂ)
    (a0 : A) (b0 : B) :
    inductionA e (X ⊗ₖ Y) a0 b0
      = ‖Y b0 b0‖ ^ 2 * -∑ a ∈ univ.erase a0, ‖X a a0‖ ^ 2 / (e a - e a0) := by
  simp only [inductionA, Matrix.kroneckerMap_apply, norm_mul, mul_pow]
  rw [mul_neg, Finset.mul_sum]
  congr 1
  refine Finset.sum_congr rfl fun a _ => ?_
  ring

end

end SAPTSecondOrder
```

```lean
#print axioms SAPTSecondOrder.perturbation_energies
#print axioms SAPTSecondOrder.dispersion_neg_iff
#print axioms SAPTSecondOrder.dispersion_add_one_body
#print axioms SAPTSecondOrder.inductionA_product
```

```
'SAPTSecondOrder.perturbation_energies' depends on axioms: [propext, Classical.choice, Quot.sound]
'SAPTSecondOrder.dispersion_neg_iff' depends on axioms: [propext, Classical.choice, Quot.sound]
'SAPTSecondOrder.dispersion_add_one_body' depends on axioms: [propext, Classical.choice, Quot.sound]
'SAPTSecondOrder.inductionA_product' depends on axioms: [propext, Classical.choice, Quot.sound]
```

`sum_excitations` sorts the pairs: it splits off the reference term from the full sum, from each sum over B and from the sum over A, and `linarith` combines the results. `gap_pos` proves \(\Delta_p>0\) by cases on whether A is excited. `solves_iff` turns the matrix equations into components, with `linear_combination` moving terms across the equality.

`reference_component` computes \((V\psi_1)(0)\). Its step `total` joins the three energies into one sum, and `split` isolates the term with \(c\). Then `h1` solves for \(\psi_1(p)\), while `h2` and `h3` use Hermiticity to produce the squared modulus.

In `perturbation_energies`, the forward direction reads both equations at the reference, as `k1` and `k2`. The converse uses the local lemma `solve`, which divides a source with no reference component by the gaps. It is applied first for \(\psi_1\) and then for \(\psi_2\); `reference_component` shows that the second source qualifies.

For `dispersion_neg_iff`, one direction shows that the sum vanishes if no double excitation is coupled; the other finds one positive term among non-negative ones. `dispersion_add_one_body` and `inductionA_product` evaluate the Kronecker products entry by entry, and neither needs assumptions on the level energies.
